# No orthogonal projector of trace at most k keeps more weight than the k largest eigenvalues of a density matrix

Without an optimality result, the discarded weight reported by a DMRG run says only how much one particular choice of retained states has lost. Some other set of the same size, built from superpositions of the density-matrix eigenvectors, might have lost less. A small discarded weight would still tell me that little was lost, but not whether another choice could have done better.

The claim I rely on is this. A block has a reduced density matrix $\rho$ with eigenvalues $p_0 \ge p_1 \ge \dots \ge p_{n-1} \ge 0$. If I project onto at most $k$ states with an orthogonal projector $P$, then $\mathrm{Tr}(P\rho) \le p_0 + \dots + p_{k-1}$, and the leading $k$ eigenvectors reach this value. For $n=2$ and $k=1$ I can see it: if $|0\rangle$ and $|1\rangle$ are the eigenvectors belonging to $p_0$ and $p_1$, the state $\cos\varphi\,|0\rangle + \sin\varphi\,|1\rangle$ keeps $p_0\cos^2\varphi + p_1\sin^2\varphi \le p_0$. For general $n$ and $k$, with arbitrary rotations among all the eigenvectors, I would like a complete proof, and I would like it checked by machine. How does it go in Lean?

## The first discarded weight settles the comparison

The argument goes to the eigenbasis of $\rho$, where only the diagonal entries of the projector matter, and then measures every weight against $p_k$, the first one that the standard truncation throws away.

**Going to the eigenbasis.** Write $\rho = U D U^\dagger$ with $U$ unitary and $D = \mathrm{diag}(p_0,\dots,p_{n-1})$, and set $Q = U^\dagger P U$. Then $Q^\dagger = Q$, and

$$Q^2 = U^\dagger P\,(U U^\dagger)\,P U = U^\dagger P^2 U = Q .$$

Cyclicity of the trace gives $\mathrm{Tr}\,Q = \mathrm{Tr}\,P$ and

$$\mathrm{Tr}(P\rho) = \mathrm{Tr}(P U D U^\dagger) = \mathrm{Tr}(U^\dagger P U D) = \mathrm{Tr}(Q D).$$

**Occupations lie between 0 and 1.** Let $q_i = Q_{ii}$, which is real because $Q$ is Hermitian. From $Q = Q^2$ and $Q_{ji} = Q_{ij}^*$,

$$q_i = \sum_j Q_{ij}Q_{ji} = \sum_j |Q_{ij}|^2 \ge q_i^2 .$$

The sum of squares gives $q_i \ge 0$, and $q_i \ge q_i^2$ then gives $q_i \le 1$. Since $D$ is diagonal, the kept weight is $\mathrm{Tr}(QD) = \sum_i p_i q_i$.

**Comparing with $p_k$.** Suppose first that $k < n$. Let $\theta_i = 1$ for $i < k$ and $\theta_i = 0$ otherwise. For every $i$,

$$p_i q_i \le \theta_i p_i + p_k\,(q_i - \theta_i).$$

For $i < k$ this is $(p_i - p_k)(1 - q_i) \ge 0$ rearranged, and for $i \ge k$ it is $(p_k - p_i)\,q_i \ge 0$. Both hold by the ordering of the weights and the bounds on $q_i$. Summing over $i$ gives

$$\sum_i p_i q_i \le \sum_{i<k} p_i + p_k\,(\mathrm{Tr}\,P - k) \le \sum_{i<k} p_i ,$$

because $p_k \ge 0$ and $\mathrm{Tr}\,P \le k$. If $k \ge n$, there is no discarded weight to compare with, and $p_i q_i \le p_i$ for each $i$ is enough.

**Reaching the bound.** For $k \le n$, let $\Theta = \mathrm{diag}(\theta_0,\dots,\theta_{n-1})$. The projector $U\Theta U^\dagger$ has trace $k$ and keeps $\mathrm{Tr}(\Theta D) = \sum_{i<k} p_i$.

**The discarded part.** Since $\mathrm{Tr}\,\rho = \sum_i p_i$,

$$\mathrm{Tr}((1-P)\rho) = \sum_i p_i - \mathrm{Tr}(P\rho) \ge \sum_{i \ge k} p_i .$$

**Where the sign of the weights enters.** The last step of the comparison is easily misapplied to a Hermitian matrix with negative eigenvalues, such as a Hamiltonian. Take eigenvalues $-1$ and $-2$ with $k = 1$. The projector $P = 0$ has trace at most 1 and gives $\mathrm{Tr}(P\rho) = 0$, which is larger than $-1$. The term $p_k(\mathrm{Tr}\,P - k)$ has the right sign only when $p_k \ge 0$ or when the trace is exactly $k$. Density matrices are safe because their eigenvalues are probabilities.

Here is the full Lean file.

```lean
import Mathlib

open Matrix

namespace DMRGTruncation

noncomputable section

variable {n k : ℕ} {P U : Matrix (Fin n) (Fin n) ℂ} {p : Fin n → ℝ}

/-- An orthogonal projector onto the retained states: a Hermitian idempotent matrix. -/
structure IsTruncation (P : Matrix (Fin n) (Fin n) ℂ) : Prop where
  herm : Pᴴ = P
  idem : P * P = P

/-- The diagonal matrix with real entries `p`. It is a density matrix when the entries are
nonnegative and sum to one. -/
def diagState (p : Fin n → ℝ) : Matrix (Fin n) (Fin n) ℂ :=
  diagonal fun i => (p i : ℂ)

/-- The weight of `ρ` kept by `P`: the real part of `Tr (P ρ)`. -/
def keptWeight (P ρ : Matrix (Fin n) (Fin n) ℂ) : ℝ := (P * ρ).trace.re

/-- The sum of the first `k` weights. -/
def topWeight (p : Fin n → ℝ) (k : ℕ) : ℝ := ∑ i : Fin n, if (i : ℕ) < k then p i else 0

/-- The projector onto the first `k` basis states. -/
def topProjector (n k : ℕ) : Matrix (Fin n) (Fin n) ℂ :=
  diagonal fun i => if (i : ℕ) < k then 1 else 0

/-- Among `n` basis states, exactly `k ≤ n` have an index below `k`. -/
theorem sum_indicator (R : Type) [Ring R] (hk : k ≤ n) :
    ∑ i : Fin n, (if (i : ℕ) < k then (1 : R) else 0) = k := by
  obtain ⟨m, rfl⟩ := Nat.exists_eq_add_of_le hk
  rw [Fin.sum_univ_add]
  simp

/-- The diagonal entries of an orthogonal projector are real, equal the squared norms of its
rows, and lie between 0 and 1. -/
theorem occupation (hP : IsTruncation P) (i : Fin n) :
    (P i i).im = 0 ∧ (P i i).re = ∑ j, Complex.normSq (P i j) ∧
      0 ≤ (P i i).re ∧ (P i i).re ≤ 1 := by
  have hij : ∀ j, P j i = star (P i j) := fun j => by
    rw [← conjTranspose_apply, hP.herm]
  have him : (P i i).im = 0 := by
    have h := congrArg Complex.im (hij i)
    simp only [Complex.star_def, Complex.conj_im] at h
    linarith
  have hre : (P i i).re = ∑ j, Complex.normSq (P i j) := by
    calc (P i i).re = ((P * P) i i).re := by rw [hP.idem]
      _ = ∑ j, Complex.normSq (P i j) := by
        rw [Matrix.mul_apply, Complex.re_sum]
        refine Finset.sum_congr rfl fun j _ => ?_
        rw [hij j]
        simp [Complex.normSq_apply, Complex.mul_re]
  have h0 : 0 ≤ (P i i).re := by
    rw [hre]
    exact Finset.sum_nonneg fun j _ => Complex.normSq_nonneg _
  have h1 : Complex.normSq (P i i) ≤ (P i i).re := by
    rw [hre]
    exact Finset.single_le_sum (f := fun j => Complex.normSq (P i j))
      (fun j _ => Complex.normSq_nonneg _) (Finset.mem_univ i)
  rw [Complex.normSq_apply, him] at h1
  exact ⟨him, hre, h0, by nlinarith⟩

/-- For a diagonal state and an orthogonal projector, `Tr (P ρ)` is the real number
`∑ p_i P_ii`. -/
theorem trace_mul_diagState (hP : IsTruncation P) (p : Fin n → ℝ) :
    (P * diagState p).trace = ((∑ i, p i * (P i i).re : ℝ) : ℂ) := by
  rw [Matrix.trace, Complex.ofReal_sum]
  refine Finset.sum_congr rfl fun i _ => ?_
  rw [diag_apply, diagState, mul_diagonal]
  apply Complex.ext <;> simp [(occupation hP i).1, mul_comm]

/-- The projector onto the first `k ≤ n` basis states is a Hermitian idempotent of trace `k`. -/
theorem topProjector_witness (hk : k ≤ n) :
    IsTruncation (topProjector n k) ∧ (topProjector n k).trace = k := by
  refine ⟨⟨?_, ?_⟩, ?_⟩
  · rw [topProjector, diagonal_conjTranspose]
    refine congrArg diagonal (funext fun i => ?_)
    by_cases h : (i : ℕ) < k <;> simp [h]
  · rw [topProjector, diagonal_mul_diagonal]
    refine congrArg diagonal (funext fun i => ?_)
    by_cases h : (i : ℕ) < k <;> simp [h]
  · rw [topProjector, trace_diagonal]
    exact sum_indicator ℂ hk

/-- A unitary change of basis turns a projector into a projector of the same trace, and the kept
weight may be computed in either basis. -/
theorem change_basis (hU : U * Uᴴ = 1) (hP : IsTruncation P) :
    IsTruncation (Uᴴ * P * U) ∧ (Uᴴ * P * U).trace = P.trace ∧
      ∀ D, keptWeight P (U * D * Uᴴ) = keptWeight (Uᴴ * P * U) D := by
  refine ⟨⟨?_, ?_⟩, ?_, fun D => ?_⟩
  · simp only [conjTranspose_mul, conjTranspose_conjTranspose, hP.herm, Matrix.mul_assoc]
  · calc Uᴴ * P * U * (Uᴴ * P * U) = Uᴴ * P * (U * Uᴴ) * P * U := by
          simp only [Matrix.mul_assoc]
      _ = Uᴴ * (P * P) * U := by rw [hU, Matrix.mul_one, Matrix.mul_assoc Uᴴ P P]
      _ = Uᴴ * P * U := by rw [hP.idem]
  · rw [trace_mul_comm, ← Matrix.mul_assoc, hU, Matrix.one_mul]
  · have h : (P * (U * D * Uᴴ)).trace = (Uᴴ * P * U * D).trace := by
      calc (P * (U * D * Uᴴ)).trace = (P * U * D * Uᴴ).trace := by
            simp only [Matrix.mul_assoc]
        _ = (Uᴴ * (P * U * D)).trace := trace_mul_comm _ _
        _ = (Uᴴ * P * U * D).trace := by simp only [Matrix.mul_assoc]
    rw [keptWeight, keptWeight, h]

/-- Upper bound on the kept weight: if `ρ` has nonnegative eigenvalues `p` in decreasing order, no
orthogonal projector of trace at most `k` keeps more than the `k` largest weights. -/
theorem keptWeight_le (hU : U ∈ unitaryGroup (Fin n) ℂ) (hp : Antitone p)
    (h0 : ∀ i, 0 ≤ p i) (hP : IsTruncation P) (htr : P.trace.re ≤ k) :
    keptWeight P (U * diagState p * Uᴴ) ≤ topWeight p k := by
  -- pass to the eigenbasis of the state
  obtain ⟨hQ, hQtr, hkept⟩ := change_basis (mem_unitaryGroup_iff.1 hU) hP
  rw [hkept, keptWeight, trace_mul_diagState hQ, Complex.ofReal_re, topWeight]
  rw [← hQtr] at htr
  generalize Uᴴ * P * U = Q at hQ htr ⊢
  rw [Matrix.trace, Complex.re_sum] at htr
  simp only [diag_apply] at htr
  rcases lt_or_ge k n with hk | hk
  · -- compare every weight with the first discarded one
    have hs : ∑ i, p i * (Q i i).re ≤ ∑ i : Fin n, ((if (i : ℕ) < k then p i else 0) +
        p ⟨k, hk⟩ * ((Q i i).re - if (i : ℕ) < k then 1 else 0)) := by
      refine Finset.sum_le_sum fun i _ => ?_
      obtain ⟨-, -, hd0, hd1⟩ := occupation hQ i
      by_cases h : (i : ℕ) < k
      · have hpi : p ⟨k, hk⟩ ≤ p i := hp (Fin.le_def.2 h.le)
        rw [if_pos h, if_pos h]
        nlinarith [mul_nonneg (sub_nonneg.2 hpi) (sub_nonneg.2 hd1)]
      · have hpi : p i ≤ p ⟨k, hk⟩ := hp (Fin.le_def.2 (not_lt.1 h))
        rw [if_neg h, if_neg h]
        nlinarith [mul_nonneg (sub_nonneg.2 hpi) hd0]
    rw [Finset.sum_add_distrib, ← Finset.mul_sum, Finset.sum_sub_distrib,
      sum_indicator ℝ hk.le] at hs
    nlinarith [mul_nonneg (h0 ⟨k, hk⟩) (sub_nonneg.2 htr)]
  · refine Finset.sum_le_sum fun i _ => ?_
    rw [if_pos (i.isLt.trans_le hk)]
    nlinarith [mul_nonneg (h0 i) (sub_nonneg.2 (occupation hQ i).2.2.2)]

/-- The projector onto the first `k ≤ n` eigenvectors of `ρ` has trace `k` and keeps exactly the
first `k` weights. -/
theorem keptWeight_attained (hU : U ∈ unitaryGroup (Fin n) ℂ) (p : Fin n → ℝ) (hk : k ≤ n) :
    IsTruncation (U * topProjector n k * Uᴴ) ∧ (U * topProjector n k * Uᴴ).trace = k ∧
      keptWeight (U * topProjector n k * Uᴴ) (U * diagState p * Uᴴ) = topWeight p k := by
  have h1 : U * Uᴴ = 1 := mem_unitaryGroup_iff.1 hU
  have h2 : Uᴴ * U = 1 := mem_unitaryGroup_iff'.1 hU
  obtain ⟨hT, hTtr⟩ := topProjector_witness hk
  have h := change_basis (U := Uᴴ) (by rw [conjTranspose_conjTranspose]; exact h2) hT
  rw [conjTranspose_conjTranspose] at h
  refine ⟨h.1, h.2.1.trans hTtr, ?_⟩
  have hback : Uᴴ * (U * topProjector n k * Uᴴ) * U = topProjector n k := by
    calc _ = (Uᴴ * U) * topProjector n k * (Uᴴ * U) := by simp only [Matrix.mul_assoc]
      _ = _ := by rw [h2, Matrix.one_mul, Matrix.mul_one]
  rw [(change_basis h1 h.1).2.2, hback, keptWeight, topProjector, diagState,
    diagonal_mul_diagonal, trace_diagonal, Complex.re_sum, topWeight]
  refine Finset.sum_congr rfl fun i _ => ?_
  by_cases hi : (i : ℕ) < k <;> simp [hi]

/-- For nonnegative eigenvalues `p` in decreasing order, an orthogonal projector of trace at most
`k` discards at least the sum of all weights after the first `k`. -/
theorem discardedWeight_ge (hU : U ∈ unitaryGroup (Fin n) ℂ) (hp : Antitone p)
    (h0 : ∀ i, 0 ≤ p i) (hP : IsTruncation P) (htr : P.trace.re ≤ k) :
    ∑ i : Fin n, (if (i : ℕ) < k then 0 else p i) ≤
      keptWeight (1 - P) (U * diagState p * Uᴴ) := by
  have h2 : Uᴴ * U = 1 := mem_unitaryGroup_iff'.1 hU
  have hle := keptWeight_le hU hp h0 hP htr
  have htot : (U * diagState p * Uᴴ).trace.re = ∑ i, p i := by
    rw [trace_mul_comm, ← Matrix.mul_assoc, h2, Matrix.one_mul, diagState, trace_diagonal,
      Complex.re_sum]
    simp only [Complex.ofReal_re]
  have hsplit : topWeight p k + ∑ i : Fin n, (if (i : ℕ) < k then 0 else p i) = ∑ i, p i := by
    rw [topWeight, ← Finset.sum_add_distrib]
    refine Finset.sum_congr rfl fun i _ => ?_
    by_cases hi : (i : ℕ) < k <;> simp [hi]
  rw [keptWeight] at hle ⊢
  rw [Matrix.sub_mul, Matrix.one_mul, trace_sub, Complex.sub_re, htot]
  linarith

end

end DMRGTruncation
```

```lean
#print axioms DMRGTruncation.keptWeight_le
-- 'DMRGTruncation.keptWeight_le' depends on axioms: [propext, Classical.choice, Quot.sound]
#print axioms DMRGTruncation.keptWeight_attained
-- 'DMRGTruncation.keptWeight_attained' depends on axioms: [propext, Classical.choice, Quot.sound]
#print axioms DMRGTruncation.discardedWeight_ge
-- 'DMRGTruncation.discardedWeight_ge' depends on axioms: [propext, Classical.choice, Quot.sound]
```

### The statements in physical terms

States and projectors are complex $n \times n$ matrices indexed by `Fin n`, so indices run from $0$ to $n-1$, as they do above. The main theorem is `keptWeight_le`, and its ingredients read as follows.

- `IsTruncation P` says that `P` is Hermitian and idempotent, so it is an orthogonal projector onto the retained states.
- `htr : P.trace.re ≤ k` limits their number, since the trace of an orthogonal projector is the dimension of the space it projects onto.
- `U * diagState p * Uᴴ` is the density matrix. The columns of `U` are its eigenvectors and `p` lists its eigenvalues. Taking `U = 1` gives a density matrix that is already diagonal.
- `hp : Antitone p` puts the eigenvalues in decreasing order, with ties allowed, and `h0` makes them nonnegative.
- `keptWeight P ρ` is the real part of $\mathrm{Tr}(P\rho)$. For a diagonal state, `trace_mul_diagState` shows that the trace is real to begin with.
- `topWeight p k` is the sum of the weights with index below `k`. When `k` is at least `n`, it is the sum of all of them.

The conclusion is that `keptWeight` is at most `topWeight`. The theorem `keptWeight_attained` adds that, for `k ≤ n`, the projector onto the first `k` columns of `U` has trace `k` and keeps exactly `topWeight p k`. The theorem `discardedWeight_ge` gives the matching lower bound on the weight that `P` discards, written there as the weight kept by `1 - P`.

The weights need not sum to one. For a state of nonzero trace, dividing both sides by $\sum_i p_i$ turns the bound into one on the kept fraction.

The density matrix enters through its spectral decomposition, and its origin as a partial trace plays no part. If $\rho$ does come from a pure state $|\psi\rangle$ of block and environment, then $\mathrm{Tr}((1-P)\rho)$ is the squared norm of the part of $|\psi\rangle$ that the truncation removes. For a single truncation of a finite-dimensional block, the DMRG rule of keeping the leading eigenvectors therefore makes this loss as small as the number of retained states permits. The theorems say nothing about the error in the energy, about losses that build up over many truncations, or about whether the best projector is unique.

### From the occupations to the bound

`occupation` is the second step of the derivation. It obtains `P j i = star (P i j)` from hermiticity, expands `P * P` at the entry `i i`, and recognises the sum of squared moduli. The upper bound comes from comparing the whole sum with its single term $j = i$.

`trace_mul_diagState` then writes the trace as $\sum_i p_i P_{ii}$, and `change_basis` carries projector, trace and kept weight to the rotated basis. It needs only `U * Uᴴ = 1`, which removes the factor `U * Uᴴ` between the two copies of `P` and is used again under the cyclic trace.

In `keptWeight_le`, the first lines apply `change_basis`, after which `generalize` gives the rotated projector the name `Q`. The proof then splits on whether `k < n`. In the first case, `hs` is the summed comparison with $p_k$, which appears in the code as `p ⟨k, hk⟩`: the pair consists of the index and the proof that it is below `n`. The lemma `sum_indicator` evaluates $\sum_i \theta_i = k$, and the final line uses $p_k(k - \mathrm{Tr}\,P) \ge 0$. The second case is the termwise bound for $k \ge n$.

For attainment, `topProjector_witness` checks that the diagonal matrix $\Theta$ is a projector of trace `k`. `keptWeight_attained` uses `change_basis` twice, first with `Uᴴ` to rotate $\Theta$ into the eigenvectors of the state, then with `U` to compute the kept weight back in the diagonal basis. The proof of `discardedWeight_ge` computes the total trace, splits it at index `k`, and subtracts the main inequality.

### How `nlinarith` handles the products

The comparison with $p_k$ is not linear, because it multiplies unknown weights by unknown occupations. The tactic `nlinarith` deals with such goals by adding products of known inequalities to the list of facts and then looking for a linear combination that proves the goal, with each monomial such as $p_i q_i$ treated as a separate variable.

The proof hands it the decisive product directly. For $i < k$ the hint is

`mul_nonneg (sub_nonneg.2 hpi) (sub_nonneg.2 hd1)`

Here `hpi` states $p_k \le p_i$ and `hd1` states $q_i \le 1$. Each `sub_nonneg.2` turns an inequality into a nonnegative difference, and `mul_nonneg` multiplies the two, so the hint reads $0 \le (p_i - p_k)(1 - q_i)$. Expanded, this is the required inequality with all terms moved to one side, and only linear bookkeeping remains. For $i \ge k$ the hint is $0 \le (p_k - p_i)\,q_i$, which works in the same way. The two hints are the two products from the derivation, so the physical content of the step, that moving occupation from a heavier state to a lighter one never gains weight, is visible in the code.
